# The B88 exchange energy per electron approaches −1/(2r) in an exponential density tail

Far outside an atom, an electron's exchange hole stays behind on the atom. The hole contains one unit of charge, so its potential at distance $r$ is close to $-1/r$ in atomic units, and the exchange energy per electron is half of that, $-1/(2r)$. A local approximation proportional to $\rho^{1/3}$ misses this, because the spin density $\rho$ decays exponentially and takes the energy with it. Can a gradient correction restore the slow $1/r$ decay, and does the result depend on its fitted parameter?

For the B88 form and a spherical density with an exponential tail, $r$ times the exchange energy per electron tends to $-1/2$ as $r\to\infty$, for every positive value of that parameter. The $-1/(2r)$ law of exact exchange enters only as the physical target; what is derived below is the behaviour of the approximate functional.

```lean
import Mathlib

open Filter Topology

namespace B88ExchangeTail

noncomputable section
```

## A density with an exponential tail

Take one spin channel with

$$\rho(r) = A\,r^k e^{-ar},\qquad A, a > 0,\quad k \in \mathbb{R}.$$

The decay constant $a$ sets the range of the tail, and the power $k$ allows for the algebraic prefactor that atomic densities usually carry. The pure exponential is $k=0$. In Lean all quantities are real numbers, and only the behaviour at large positive $r$ matters.

```lean
/-- Radial spin density `A r^k exp(-a r)`, considered at distances `r > 0`. -/
def density (A k a r : ℝ) : ℝ := A * r ^ k * Real.exp (-a * r)
```

The gradient of a spherical density has magnitude $|\rho'(r)|$, so the dimensionless reduced gradient is

$$x = \frac{|\rho'|}{\rho^{4/3}}.$$

The definition uses the actual derivative, `deriv ρ r`, so the closed formula for $x$ has to be proved.

```lean
/-- Reduced gradient `x = |ρ'| / ρ^(4/3)` of a radial density, where `ρ > 0`. -/
def reducedGradient (ρ : ℝ → ℝ) (r : ℝ) : ℝ := |deriv ρ r| / ρ r ^ (4 / 3 : ℝ)
```

The exchange energy per electron is

$$\varepsilon = -C\rho^{1/3} - \frac{\beta\rho^{1/3}x^2}{1+\gamma\beta\,x\,\mathrm{arsinh}\,x}.$$

Here $C$ is the constant of the local approximation, fixed physically by the uniform electron gas, and $\beta$ sets the strength of the gradient correction and is fitted to atomic exchange energies. B88 has $\gamma=6$. Leaving $\gamma$ free shows what that number does.

```lean
/-- Exchange energy per electron of B88 form, with local constant `C`, gradient parameter `β`
and coefficient `γ` in the denominator `1 + γ β x arsinh x`, for `β, γ ≥ 0` and `ρ > 0`.
The B88 functional has `γ = 6`. -/
def exchangePerElectron (C β γ : ℝ) (ρ : ℝ → ℝ) (r : ℝ) : ℝ :=
  -C * ρ r ^ (1 / 3 : ℝ) - β * ρ r ^ (1 / 3 : ℝ) * reducedGradient ρ r ^ 2 /
    (1 + γ * β * reducedGradient ρ r * Real.arsinh (reducedGradient ρ r))
```

## The inverse hyperbolic sine is a logarithm up to a constant

Since $e^{\mathrm{arsinh}\,x} = x+\sqrt{1+x^2}$, and $\sqrt{1+x^2}\le 2x$ for $x\ge 1$, this exponential lies between $x$ and $3x$. Taking logarithms gives

$$\log x \le \mathrm{arsinh}\,x \le \log x+\log 3 .$$

The proof follows the same route: `hs` is the bound on the square root, and `Real.exp_arsinh` turns both inequalities into linear ones.

```lean
/-- For `x ≥ 1`, `arsinh x` exceeds `log x` by at least zero and at most `log 3`. -/
theorem arsinh_log_bounds {x : ℝ} (hx : 1 ≤ x) :
    Real.log x ≤ Real.arsinh x ∧ Real.arsinh x ≤ Real.log x + Real.log 3 := by
  have h0 : 0 < x := by linarith
  have hs : √(1 + x ^ 2) ≤ 2 * x :=
    Real.sqrt_le_iff.mpr ⟨by positivity, by nlinarith⟩
  have hs0 := Real.sqrt_nonneg (1 + x ^ 2)
  constructor
  · rw [Real.log_le_iff_le_exp h0, Real.exp_arsinh]
    linarith
  · rw [← Real.log_mul h0.ne' (by norm_num), Real.le_log_iff_exp_le (by positivity),
      Real.exp_arsinh]
    linarith
```

## The reduced gradient of the tail

The density is positive for $r>0$, which permits logarithms and fractional powers.

```lean
/-- The density is positive at every `r > 0` if `A > 0`. -/
theorem density_pos {A k a r : ℝ} (hA : 0 < A) (hr : 0 < r) : 0 < density A k a r :=
  mul_pos (mul_pos hA (Real.rpow_pos_of_pos hr k)) (Real.exp_pos _)
```

By the product rule,

$$\rho' = A\left(k r^{k-1}-a r^k\right)e^{-ar} = \rho\left(\frac{k}{r}-a\right).$$

In the proof, `h1` and `h2` differentiate the two factors.

```lean
/-- At `r > 0` the radial derivative of the density is `ρ (k/r - a)`. -/
theorem density_hasDerivAt (A k a : ℝ) {r : ℝ} (hr : 0 < r) :
    HasDerivAt (density A k a) (density A k a r * (k / r - a)) r := by
  have h1 : HasDerivAt (fun s : ℝ => s ^ k) (k * r ^ (k - 1)) r :=
    Real.hasDerivAt_rpow_const (Or.inl hr.ne')
  have h2 : HasDerivAt (fun s : ℝ => Real.exp (-a * s)) (Real.exp (-a * r) * (-a)) r :=
    (((hasDerivAt_id' r).const_mul (-a)).exp).congr_deriv (by ring)
  refine ((h1.const_mul A).fun_mul h2).congr_deriv ?_
  rw [Real.rpow_sub_one hr.ne']
  simp only [density]
  ring
```

Dividing by $\rho^{4/3}=\rho\cdot\rho^{1/3}$ gives

$$x = \left|\frac{k}{r}-a\right|\rho^{-1/3},$$

which is $a\rho^{-1/3}$ for the pure exponential.

```lean
/-- For `A > 0` and `r > 0` the reduced gradient is `x = |k/r - a| ρ^(-1/3)`. -/
theorem reducedGradient_density {A k a r : ℝ} (hA : 0 < A) (hr : 0 < r) :
    reducedGradient (density A k a) r =
      |k / r - a| * density A k a r ^ (-(1 / 3) : ℝ) := by
  have hρ : 0 < density A k a r := density_pos hA hr
  have h : density A k a r ^ (4 / 3 : ℝ) =
      density A k a r * density A k a r ^ (1 / 3 : ℝ) := by
    rw [show (4 / 3 : ℝ) = 1 + 1 / 3 by norm_num, Real.rpow_add hρ, Real.rpow_one]
  rw [reducedGradient, (density_hasDerivAt A k a hr).deriv, abs_mul, abs_of_pos hρ, h,
    Real.rpow_neg hρ.le, mul_div_mul_left _ _ hρ.ne', div_eq_mul_inv]
```

## Growth of the reduced gradient

The logarithm of the density is dominated by its linear term:

$$\frac{\log\rho}{r} = \frac{\log A}{r}+k\,\frac{\log r}{r}-a \;\longrightarrow\; -a .$$

`Tendsto … atTop (𝓝 (-a))` is Lean's form of this limit as $r\to\infty$. The proof adds the limits of the three terms, then identifies their sum with $\log\rho/r$ for positive $r$.

```lean
/-- For `A > 0` the logarithm of the density, divided by `r`, tends to `-a`. -/
theorem log_density_tail {A : ℝ} (k a : ℝ) (hA : 0 < A) :
    Tendsto (fun r => Real.log (density A k a r) / r) atTop (𝓝 (-a)) := by
  have h1 : Tendsto (fun r : ℝ => Real.log r / r) atTop (𝓝 0) :=
    Real.isLittleO_log_id_atTop.tendsto_div_nhds_zero
  have h2 : Tendsto (fun r : ℝ => Real.log A / r) atTop (𝓝 0) :=
    tendsto_const_nhds.div_atTop tendsto_id
  have h3 := (h2.add (h1.const_mul k)).sub_const a
  rw [show (0 : ℝ) + k * 0 - a = -a by ring] at h3
  refine h3.congr' ?_
  filter_upwards [eventually_gt_atTop 0] with r hr
  have hk := Real.rpow_pos_of_pos hr k
  rw [density, Real.log_mul (mul_pos hA hk).ne' (Real.exp_pos _).ne',
    Real.log_mul hA.ne' hk.ne', Real.log_rpow hr, Real.log_exp, add_div, add_div,
    mul_div_cancel_right₀ _ hr.ne']
  ring
```

Write $q=|k/r-a|$, which tends to $a>0$. For positive $k$ it vanishes at $r=k/a$, but it is positive at all large $r$. There

$$\frac{\log x}{r} = \frac{\log q}{r}-\frac13\,\frac{\log\rho}{r}\;\longrightarrow\;\frac a3 .$$

Hence $x=\exp\!\big(r\cdot\tfrac{\log x}{r}\big)$ has an exponent that grows linearly, and $x$ diverges. The theorem proves both facts, the first as `hlog`.

```lean
/-- For `A, a > 0` the reduced gradient diverges far from the system, and its logarithm
divided by `r` tends to `a/3`. -/
theorem reducedGradient_tail {A a : ℝ} (k : ℝ) (hA : 0 < A) (ha : 0 < a) :
    Tendsto (fun r => Real.log (reducedGradient (density A k a) r) / r) atTop (𝓝 (a / 3)) ∧
      Tendsto (reducedGradient (density A k a)) atTop atTop := by
  have hq : Tendsto (fun r : ℝ => |k / r - a|) atTop (𝓝 a) := by
    have h0 : Tendsto (fun r : ℝ => k / r) atTop (𝓝 0) :=
      tendsto_const_nhds.div_atTop tendsto_id
    have h := (h0.sub_const a).abs
    rwa [zero_sub, abs_neg, abs_of_pos ha] at h
  have hq0 : ∀ᶠ r : ℝ in atTop, 0 < |k / r - a| := hq.eventually (lt_mem_nhds ha)
  have hlog : Tendsto (fun r => Real.log (reducedGradient (density A k a) r) / r)
      atTop (𝓝 (a / 3)) := by
    have h := ((hq.log ha.ne').div_atTop tendsto_id).sub
      ((log_density_tail k a hA).const_mul (1 / 3 : ℝ))
    rw [show (0 : ℝ) - 1 / 3 * -a = a / 3 by ring] at h
    refine h.congr' ?_
    filter_upwards [eventually_gt_atTop 0, hq0] with r hr hqr
    have hρ : 0 < density A k a r := density_pos hA hr
    rw [reducedGradient_density hA hr, Real.log_mul hqr.ne' (Real.rpow_pos_of_pos hρ _).ne',
      Real.log_rpow hρ]
    simp only [id]
    ring
  refine ⟨hlog, ?_⟩
  -- x = exp (r * (log x / r)), and the exponent grows linearly
  have hexp := Real.tendsto_exp_atTop.comp
    (tendsto_id.atTop_mul_pos (by positivity : 0 < a / 3) hlog)
  refine hexp.congr' ?_
  filter_upwards [eventually_gt_atTop 0, hq0] with r hr hqr
  have hx : 0 < reducedGradient (density A k a) r := by
    rw [reducedGradient_density hA hr]
    exact mul_pos hqr (Real.rpow_pos_of_pos (density_pos hA hr) _)
  have hc : ∀ L : ℝ, r * (L / r) = L := fun L => by field_simp
  change Real.exp (r * (Real.log (reducedGradient (density A k a) r) / r)) = _
  rw [hc, Real.exp_log hx]
```

Once $x\ge1$, the bounds on arsinh give

$$\frac{\log x}{r}\le\frac{\mathrm{arsinh}\,x}{r}\le\frac{\log x}{r}+\frac{\log 3}{r},$$

and both outer terms tend to $a/3$. By squeezing, so does the middle one.

```lean
/-- For `A, a > 0`, `arsinh x` grows linearly with distance: divided by `r` it tends
to `a/3`. -/
theorem arsinh_tail {A a : ℝ} (k : ℝ) (hA : 0 < A) (ha : 0 < a) :
    Tendsto (fun r => Real.arsinh (reducedGradient (density A k a) r) / r)
      atTop (𝓝 (a / 3)) := by
  obtain ⟨hlog, hx⟩ := reducedGradient_tail k hA ha
  have h3 : Tendsto (fun r : ℝ => Real.log 3 / r) atTop (𝓝 0) :=
    tendsto_const_nhds.div_atTop tendsto_id
  have hup := hlog.add h3
  rw [add_zero] at hup
  refine tendsto_of_tendsto_of_tendsto_of_le_of_le' hlog hup ?_ ?_
  · filter_upwards [eventually_gt_atTop 0, hx.eventually_ge_atTop 1] with r hr h1
    have := (arsinh_log_bounds h1).1
    gcongr
  · filter_upwards [eventually_gt_atTop 0, hx.eventually_ge_atTop 1] with r hr h1
    have := (arsinh_log_bounds h1).2
    rw [← add_div]
    gcongr
```

## The limit −3/γ

The local term vanishes, because

$$r\rho^{1/3}=A^{1/3}r^{1+k/3}e^{-ar/3}\to0 .$$

For the gradient term, use $\rho^{1/3}x=q$ and divide numerator and denominator by $rx$:

$$r\,\frac{\beta\rho^{1/3}x^2}{1+\gamma\beta x\,\mathrm{arsinh}\,x}
=\frac{\beta q}{\dfrac{1}{rx}+\gamma\beta\,\dfrac{\mathrm{arsinh}\,x}{r}}
\;\longrightarrow\;\frac{\beta a}{\gamma\beta a/3}=\frac3\gamma .$$

Both $\beta$ and $a$ cancel. The exponential decay of $\rho^{1/3}$ is offset by the growth of $x$, and the logarithmic growth of arsinh supplies the factor $1/r$. Therefore $r\varepsilon\to-3/\gamma$ for every $C$.

In the proof, `hL` is the local term, `hD` the limit of the denominator, and `key` the algebraic identity above with the local term included.

```lean
/-- For `A, a, β, γ > 0` and any real `k` and `C`, `r` times the exchange energy per electron
of the density `A r^k exp(-a r)` tends to `-3/γ`. -/
theorem exchange_tail {A a β γ : ℝ} (k C : ℝ) (hA : 0 < A) (ha : 0 < a) (hβ : 0 < β)
    (hγ : 0 < γ) :
    Tendsto (fun r => r * exchangePerElectron C β γ (density A k a) r)
      atTop (𝓝 (-(3 / γ))) := by
  have hx := (reducedGradient_tail k hA ha).2
  have hq : Tendsto (fun r : ℝ => |k / r - a|) atTop (𝓝 a) := by
    have h0 : Tendsto (fun r : ℝ => k / r) atTop (𝓝 0) :=
      tendsto_const_nhds.div_atTop tendsto_id
    have h := (h0.sub_const a).abs
    rwa [zero_sub, abs_neg, abs_of_pos ha] at h
  -- the local term decays exponentially
  have hL : Tendsto (fun r => r * density A k a r ^ (1 / 3 : ℝ)) atTop (𝓝 0) := by
    have h := (tendsto_rpow_mul_exp_neg_mul_atTop_nhds_zero (1 + k / 3) (a / 3)
      (by positivity)).const_mul (A ^ (1 / 3 : ℝ))
    rw [mul_zero] at h
    refine h.congr' ?_
    filter_upwards [eventually_gt_atTop 0] with r hr
    have hk := Real.rpow_pos_of_pos hr k
    rw [density, Real.mul_rpow (mul_pos hA hk).le (Real.exp_pos _).le,
      Real.mul_rpow hA.le hk.le, ← Real.rpow_mul hr.le, ← Real.exp_mul, Real.rpow_add hr,
      Real.rpow_one, show k * (1 / 3) = k / 3 by ring,
      show -a * r * (1 / 3) = -(a / 3) * r by ring]
    ring
  -- the gradient term, with numerator and denominator divided by r x
  have hinv : Tendsto (fun r => r⁻¹ * (reducedGradient (density A k a) r)⁻¹)
      atTop (𝓝 (0 * 0)) :=
    tendsto_inv_atTop_zero.mul (tendsto_inv_atTop_zero.comp hx)
  have hD := hinv.add ((arsinh_tail k hA ha).const_mul (γ * β))
  rw [mul_zero, zero_add] at hD
  have h := (hL.const_mul (-C)).sub ((hq.const_mul β).div hD (by positivity))
  have hlim : β * a / (γ * β * (a / 3)) = 3 / γ := by
    rw [div_eq_div_iff (by positivity) hγ.ne']
    ring
  rw [hlim, mul_zero, zero_sub] at h
  have key : ∀ r x t S : ℝ, 0 < r → 0 < x →
      -C * (r * t) - β * (x * t) / (r⁻¹ * x⁻¹ + γ * β * (S / r)) =
        r * (-C * t - β * t * x ^ 2 / (1 + γ * β * x * S)) := by
    intro r x t S hr hx
    have h1 : r⁻¹ * r = 1 := inv_mul_cancel₀ hr.ne'
    have h2 : x⁻¹ * x = 1 := inv_mul_cancel₀ hx.ne'
    have hden : r⁻¹ * x⁻¹ + γ * β * (S / r) = (1 + γ * β * x * S) / (r * x) := by
      rw [eq_div_iff (mul_pos hr hx).ne']
      linear_combination (x⁻¹ * x + γ * β * S * x) * h1 + h2
    rw [hden, div_div_eq_mul_div]
    ring
  refine h.congr' ?_
  filter_upwards [eventually_gt_atTop 0, hx.eventually_gt_atTop 0] with r hr hxr
  have hρ : 0 < density A k a r := density_pos hA hr
  have e := reducedGradient_density (k := k) (a := a) hA hr
  rw [Real.rpow_neg hρ.le, ← div_eq_mul_inv,
    eq_div_iff (Real.rpow_pos_of_pos hρ _).ne'] at e
  simp only [Pi.div_apply]
  rw [exchangePerElectron, ← e]
  exact key r _ _ _ hr hxr
```

The condition $\beta>0$ matters. With $\beta=0$ only the local term remains, and $r\varepsilon\to0$ whatever $\gamma$ is. The limit is thus the same for every positive $\beta$, however small, but jumps at zero.

## The B88 coefficient

Setting $k=0$ and $\gamma=6$ gives

$$r\,\varepsilon(r)\;\longrightarrow\;-\frac12\qquad\text{for}\quad \rho=Ae^{-ar}.$$

The hypotheses are $A,a,\beta>0$, with $C$ arbitrary. The proof rewrites `density A 0 a` as the plain exponential and applies the general limit.

```lean
/-- For `A, a, β > 0` and any `C`, `r` times the B88 exchange energy per electron of the
exponential density `A exp(-a r)` tends to `-1/2`. -/
theorem b88_exponential_tail {A a β : ℝ} (C : ℝ) (hA : 0 < A) (ha : 0 < a) (hβ : 0 < β) :
    Tendsto (fun r => r * exchangePerElectron C β 6 (fun s => A * Real.exp (-a * s)) r)
      atTop (𝓝 (-(1 / 2))) := by
  have hd : density A 0 a = fun s => A * Real.exp (-a * s) := by
    funext s
    rw [density, Real.rpow_zero, mul_one]
  have h := exchange_tail 0 C hA ha hβ (by norm_num : (0 : ℝ) < 6)
  rwa [hd, show -(3 / (6 : ℝ)) = -(1 / 2) by norm_num] at h
```

Conversely, suppose that $r\varepsilon\to-1/2$ for some $\gamma>0$. A function has at most one limit, so $3/\gamma=1/2$ and $\gamma=6$. Within this one-parameter family of denominators, the asymptotic condition fixes the coefficient, for any power $k$. `tendsto_nhds_unique` supplies the uniqueness.

```lean
/-- For `A, a, β, γ > 0`, `r` times the exchange energy per electron of the density
`A r^k exp(-a r)` tends to `-1/2` exactly when `γ = 6`. -/
theorem tail_half_iff {A a β γ : ℝ} (k C : ℝ) (hA : 0 < A) (ha : 0 < a) (hβ : 0 < β)
    (hγ : 0 < γ) :
    Tendsto (fun r => r * exchangePerElectron C β γ (density A k a) r)
      atTop (𝓝 (-(1 / 2))) ↔ γ = 6 := by
  have h := exchange_tail k C hA ha hβ hγ
  constructor
  · intro h'
    have hu := tendsto_nhds_unique h h'
    have h3 : 3 / γ = 1 / 2 := by linarith
    rw [div_eq_div_iff hγ.ne' two_ne_zero] at h3
    linarith
  · intro h6
    rw [h6] at h ⊢
    rwa [show -(3 / (6 : ℝ)) = -(1 / 2) by norm_num] at h

end

end B88ExchangeTail
```

```lean
#print axioms B88ExchangeTail.b88_exponential_tail
#print axioms B88ExchangeTail.tail_half_iff
```

```
'B88ExchangeTail.b88_exponential_tail' depends on axioms: [propext, Classical.choice, Quot.sound]
'B88ExchangeTail.tail_half_iff' depends on axioms: [propext, Classical.choice, Quot.sound]
```

## The tail in a density-functional calculation

For semilocal density-functional calculations, the result says that B88 has the correct leading decay of the exchange energy per electron when the spin density is spherical and has the assumed exponential tail. It concerns the energy per electron and not the exchange potential, which is a functional derivative and needs its own analysis.

A program typically evaluates the functional on a grid from $\rho$ and $|\nabla\rho|^2$, and commonly skips points where $\rho$ is below a threshold, so the far tail may never be sampled. The basis set matters too. For a single Gaussian density $\rho=Ae^{-br^2}$ with $b>0$, one has $\rho^{1/3}x=2br$ and $\mathrm{arsinh}\,x\sim br^2/3$, so the same formula with $\gamma=6$ gives

$$r\varepsilon\;\to\;-\frac{2b}{6\,b/3}=-1 .$$

This Gaussian estimate is argued only in prose, but it shows what the exponential form of the density contributes: with a different decay law, the same functional has a different limit. A numerical test of the value $-1/2$ therefore needs a density that really decays exponentially over the range of $r$ examined.
